# The lattice f-sum rule for fermions with density interactions

After diagonalising a small Hubbard cluster and computing its dipole spectrum, one can check the spectrum by weighting each transition strength with its excitation energy and adding up. The total must equal an expectation value of hopping terms in the initial state alone. This holds for any finite cluster whose interaction is a polynomial in the number operators, and a truncated set of excited states or a wrong dipole matrix element will generally violate it. A wrong interaction strength in the Hamiltonian goes unnoticed, because the rule holds for every value of it.

## The claim and its derivation by hand

Let \(c_{is}\) annihilate a fermion on site \(i\) with spin \(s\). Write \(a=(i,s)\) for a mode, \(x_a\) for the coordinate of its site, and \(\hat n_a=c_a^\dagger c_a\). The Hamiltonian and the polarization (for unit charge) are

\[
H=T+V,\qquad T=\sum_{i,j,s}t(i,j)\,c_{is}^\dagger c_{js},\qquad P=\sum_a x_a\hat n_a ,
\]

where \(V\) is a polynomial in the \(\hat n_a\). The sum in \(T\) runs over ordered pairs, so a bond appears once in each direction. The operator form of the rule is

\[
[[H,P],P]=\sum_{i,j,s}(x_i-x_j)^2\,t(i,j)\,c_{is}^\dagger c_{js}.
\]

Start from a single annihilator. The anticommutation relations give

\[
[c_a,\hat n_b]=\{c_a,c_b^\dagger\}c_b-c_b^\dagger\{c_a,c_b\}=\delta_{ab}\,c_a ,
\]

because the two terms \(c_b^\dagger c_a c_b\) cancel when the middle expression is expanded. Multiplying by \(x_b\) and summing over \(b\) gives \([c_a,P]=x_a c_a\). Since \(P\) is self-adjoint, the adjoint of this relation is \([P,c_a^\dagger]=x_a c_a^\dagger\). For a hop from \(b\) to \(a\),

\[
[c_a^\dagger c_b,P]=c_a^\dagger[c_b,P]-[P,c_a^\dagger]c_b=(x_b-x_a)\,c_a^\dagger c_b .
\]

With \(a=b\) this says that \(\hat n_a\) commutes with \(P\). Sums and products of number operators then commute with \(P\) as well, so \([V,P]=0\). For the hopping part,

\[
[T,P]=\sum_{i,j,s}(x_j-x_i)\,t(i,j)\,c_{is}^\dagger c_{js}.
\]

This is again a hopping operator. A second commutator with \(P\) supplies another factor \(x_j-x_i\), which proves the operator form.

For the spectral form, take a complete orthonormal set of eigenstates, \(H|n\rangle=E_n|n\rangle\) with real \(E_n\), and put \(P_{nk}=\langle n|P|k\rangle\). Then \([H,P]_{kn}=(E_k-E_n)P_{kn}\), and

\[
\begin{aligned}
\langle k|[[H,P],P]|k\rangle
&=\sum_n\big((E_k-E_n)P_{kn}P_{nk}-P_{kn}(E_n-E_k)P_{nk}\big)\\
&=-2\sum_n(E_n-E_k)|P_{nk}|^2 ,
\end{aligned}
\]

using \(P_{kn}=\overline{P_{nk}}\). Combining this with the operator form gives

\[
\sum_n(E_n-E_k)|\langle n|P|k\rangle|^2=-\tfrac12\sum_{i,j,s}(x_i-x_j)^2\,t(i,j)\,\langle k|c_{is}^\dagger c_{js}|k\rangle .
\]

In the continuum f-sum rule for particles with a position-dependent interaction, the right-hand side is fixed by particle number and mass. On the lattice it depends on the state. If \(|x_i-x_j|=\ell\) whenever \(t(i,j)\neq0\), as in an open, evenly spaced chain with nearest-neighbour hopping and no on-site energies in \(T\), it reduces to \(-\tfrac12\ell^2\langle k|T|k\rangle\), a substitution that is not stated as a separate theorem below. On a square lattice with \(x\) measured along one axis, hops perpendicular to that axis have weight zero, so the whole of \(T\) may not be inserted there.

## Fermions, polarization and hopping in Lean

```lean
import Mathlib

namespace LatticeFSumRule

noncomputable section
```

The commutator is defined for any ring.

```lean
/-- The commutator `[X, Y] = XY - YX`. -/
def bracket {R : Type*} [Ring R] (X Y : R) : R := X * Y - Y * X
```

The operators live in an abstract complex algebra `A` with an adjoint `star`. Sites form a finite type `ι` and spin labels a finite type `σ`, so a mode is a pair in `ι × σ`, with `a.1` its site. The structure `IsCAR` contains the two families of anticommutation relations; creators are by definition the adjoints of annihilators.

```lean
variable {ι σ A : Type*} [Fintype ι] [Fintype σ] [DecidableEq ι] [DecidableEq σ]
  [Ring A] [StarRing A] [Algebra ℂ A]

/-- The canonical anticommutation relations for annihilators `c (i, s)` labelled by
site `i` and spin `s`; the creators are the adjoints `star (c (i, s))`. -/
structure IsCAR (c : ι × σ → A) : Prop where
  anti : ∀ a b, c a * c b + c b * c a = 0
  canon : ∀ a b, c a * star (c b) + star (c b) * c a = if a = b then 1 else 0
```

The next three definitions are \(\hat n_a\), \(P\) and \(T\).

```lean
/-- The number operator of one mode. -/
def number (c : ι × σ → A) (a : ι × σ) : A := star (c a) * c a

/-- The polarization `P`, the sum of `x i` times the number operator over sites and spins. -/
def position (c : ι × σ → A) (x : ι → ℝ) : A :=
  ∑ a : ι × σ, (x a.1 : ℂ) • number c a
```

The coordinates `x` are arbitrary real numbers, one per site. On a ring numbered along its circumference, the closing bond therefore enters with the coordinate difference of its two end sites, not with one lattice spacing.

```lean
/-- The spin-conserving hopping operator with amplitudes `t i j` from site `j` to site `i`. -/
def hopping (c : ι × σ → A) (t : ι → ι → ℂ) : A :=
  ∑ i, ∑ j, ∑ s, t i j • (star (c (i, s)) * c (j, s))
```

The amplitude `t i j` moves a fermion from `j` to `i` without changing its spin, and it is the same for all spin labels. No Hermiticity is imposed on `t`, because the operator identity does not need it. Diagonal entries `t i i` are on-site energies and receive weight zero in the sum rule.

## Commutators with the polarization

The auxiliary statement `key` is the relation \([c_a,\hat n_b]=\delta_{ab}c_a\). Its inner step `e` is the rearrangement into anticommutators, verified by `noncomm_ring`; the two relations of `IsCAR` then evaluate it. The Kronecker delta reduces the sum over modes to one term.

```lean
/-- For canonical fermions, the commutator of an annihilator with the polarization is the
annihilator times the coordinate of its site. -/
theorem bracket_annihilator_position {c : ι × σ → A} (h : IsCAR c) (x : ι → ℝ)
    (a : ι × σ) : bracket (c a) (position c x) = (x a.1 : ℂ) • c a := by
  -- only the number operator of the same mode contributes
  have key : ∀ b, c a * number c b - number c b * c a = if a = b then c a else 0 := by
    intro b
    have e : c a * number c b - number c b * c a
        = (c a * star (c b) + star (c b) * c a) * c b
          - star (c b) * (c a * c b + c b * c a) := by
      unfold number
      noncomm_ring
    rw [e, h.canon, h.anti]
    by_cases hab : a = b
    · subst hab
      simp
    · simp [hab]
  unfold bracket position
  rw [Finset.mul_sum, Finset.sum_mul, ← Finset.sum_sub_distrib]
  simp only [mul_smul_comm, smul_mul_assoc, ← smul_sub, key, smul_ite, smul_zero,
    Finset.sum_ite_eq, Finset.mem_univ, if_true]
```

From here on, `StarModule ℂ A` makes the adjoint conjugate complex scalars. Since the coordinates are real, \(P\) is self-adjoint.

```lean
variable [StarModule ℂ A]

omit [DecidableEq ι] [DecidableEq σ] in
/-- The polarization is self-adjoint. -/
theorem position_selfAdjoint (c : ι × σ → A) (x : ι → ℝ) :
    star (position c x) = position c x := by
  simp only [position, number, star_sum, star_smul, star_mul, star_star,
    Complex.star_def, Complex.conj_ofReal]
```

The creator relation is obtained, as by hand, by applying `star` to both sides of the annihilator relation.

```lean
/-- For canonical fermions, the commutator of the polarization with a creator is the
creator times the coordinate of its site. -/
theorem bracket_position_creator {c : ι × σ → A} (h : IsCAR c) (x : ι → ℝ)
    (a : ι × σ) : bracket (position c x) (star (c a)) = (x a.1 : ℂ) • star (c a) := by
  -- the adjoint of the relation for the annihilator
  have e := congrArg star (bracket_annihilator_position h x a)
  unfold bracket at e ⊢
  simp only [star_sub, star_mul, position_selfAdjoint, star_smul, Complex.star_def,
    Complex.conj_ofReal] at e
  exact e
```

The `calc` block below is the product rule for a hop, followed by insertion of the two relations just proved.

```lean
/-- For canonical fermions, the commutator of a single hop from mode `b` to mode `a` with the
polarization is the hop times the coordinate difference `x_b - x_a`. -/
theorem bracket_hop_position {c : ι × σ → A} (h : IsCAR c) (x : ι → ℝ) (a b : ι × σ) :
    bracket (star (c a) * c b) (position c x)
      = ((x b.1 : ℂ) - x a.1) • (star (c a) * c b) := by
  have h1 := bracket_annihilator_position h x b
  have h2 := bracket_position_creator h x a
  calc bracket (star (c a) * c b) (position c x)
      = star (c a) * bracket (c b) (position c x)
        - bracket (position c x) (star (c a)) * c b := by
        unfold bracket
        noncomm_ring
    _ = _ := by rw [h1, h2, mul_smul_comm, smul_mul_assoc, sub_smul]
```

Applying this term by term gives \([T,P]\). The result is expressed as `hopping` with new amplitudes, which allows the same theorem to be applied a second time.

```lean
/-- For canonical fermions, the commutator of the hopping operator with the polarization is
again a hopping operator, with amplitudes `(x_j - x_i) t(i,j)`. -/
theorem bracket_hopping_position {c : ι × σ → A} (h : IsCAR c) (t : ι → ι → ℂ)
    (x : ι → ℝ) : bracket (hopping c t) (position c x)
      = hopping c (fun i j => ((x j : ℂ) - x i) * t i j) := by
  unfold bracket hopping
  simp only [Finset.sum_mul, Finset.mul_sum, ← Finset.sum_sub_distrib]
  refine Finset.sum_congr rfl fun i _ => Finset.sum_congr rfl fun j _ =>
    Finset.sum_congr rfl fun s _ => ?_
  have e := bracket_hop_position h x (i, s) (j, s)
  unfold bracket at e
  rw [smul_mul_assoc, mul_smul_comm, ← smul_sub, e, smul_smul, mul_comm]
```

## Interactions built from number operators

The hypothesis `hV` places `V` in the subalgebra generated by all `number c a`. This stands for interactions that depend only on occupations: the Hubbard repulsion, density-density terms between sites and site potentials all belong to it. Pair hopping and density-dependent hopping move particles between sites and are in general excluded.

The proof considers everything that commutes with \(P\), its centralizer. This is itself a subalgebra, so once it contains each number operator, by the case \(a=b\) of the hop relation, it contains every polynomial in them.

```lean
/-- For canonical fermions, every polynomial in the number operators commutes with the
polarization. -/
theorem bracket_interaction_position {c : ι × σ → A} (h : IsCAR c) {V : A}
    (hV : V ∈ Algebra.adjoin ℂ (Set.range (number c))) (x : ι → ℝ) :
    bracket V (position c x) = 0 := by
  have hle : Algebra.adjoin ℂ (Set.range (number c))
      ≤ Subalgebra.centralizer ℂ {position c x} := by
    refine Algebra.adjoin_le ?_
    rintro _ ⟨a, rfl⟩
    rw [SetLike.mem_coe, Subalgebra.mem_centralizer_iff]
    intro g hg
    rw [Set.mem_singleton_iff.mp hg]
    -- a hop from a mode to itself is its number operator
    have e := bracket_hop_position h x a a
    rw [sub_self, zero_smul] at e
    unfold bracket at e
    exact (sub_eq_zero.mp e).symm
  have h1 := hle hV
  rw [Subalgebra.mem_centralizer_iff] at h1
  exact sub_eq_zero.mpr (h1 _ (Set.mem_singleton _)).symm
```

The operator form follows by splitting the commutator of \(T+V\), discarding the interaction part and using the hopping relation twice. The closing `ring` identifies \((x_j-x_i)^2\) with \((x_i-x_j)^2\).

```lean
/-- Lattice f-sum rule, operator form: for canonical fermions with hoppings `t(i,j)` and an
interaction `V` polynomial in the number operators, `[[H, P], P]` is the hopping operator
with amplitudes `(x_i - x_j)² t(i,j)`. -/
theorem double_commutator {c : ι × σ → A} (h : IsCAR c) (t : ι → ι → ℂ) {V : A}
    (hV : V ∈ Algebra.adjoin ℂ (Set.range (number c))) (x : ι → ℝ) :
    bracket (bracket (hopping c t + V) (position c x)) (position c x)
      = hopping c (fun i j => ((x i : ℂ) - x j) ^ 2 * t i j) := by
  have e : bracket (hopping c t + V) (position c x)
      = bracket (hopping c t) (position c x) + bracket V (position c x) := by
    unfold bracket
    noncomm_ring
  rw [e, bracket_interaction_position h hV, add_zero, bracket_hopping_position h,
    bracket_hopping_position h]
  congr 1
  funext i j
  ring
```

## From the double commutator to the spectrum

The next theorem concerns finite complex matrices and does not mention fermions. The columns of `U` are the eigenstates: `hU` makes them orthonormal, and `hE` is the eigenvalue equation for all of them at once, with real energies `E`. The entry `(star U * P * U) n k` is \(\langle n|P|k\rangle\).

The steps `hmul` and `hbr` insert \(UU^\dagger=1\) between factors, so that a commutator can be evaluated in the eigenbasis, where `hD` makes \(H\) diagonal. The transformed polarization is then called `Q`. Here `hR` is the formula \((E_i-E_j)Q_{ij}\) for the inner commutator, `hs` is Hermiticity, and the remaining lines are the sum over \(n\) written out above.

```lean
variable {m : Type*} [Fintype m] [DecidableEq m]

/-- Let the columns of a unitary `U` be eigenstates of `H` with real energies `E`, and let `P`
be Hermitian. The expectation value of `[[H, P], P]` in eigenstate `k` is minus twice the
sum over `n` of `(E_n - E_k) |⟨n|P|k⟩|²`. -/
theorem double_commutator_expectation (H P U : Matrix m m ℂ) (E : m → ℝ)
    (hP : star P = P) (hU : star U * U = 1)
    (hE : H * U = U * Matrix.diagonal (fun n => (E n : ℂ))) (k : m) :
    (star U * bracket (bracket H P) P * U) k k
      = -2 * ∑ n, ((E n : ℂ) - E k) * (‖(star U * P * U) n k‖ : ℂ) ^ 2 := by
  have hU' : U * star U = 1 := mul_eq_one_comm.mp hU
  have hmul : ∀ X Y : Matrix m m ℂ,
      star U * (X * Y) * U = (star U * X * U) * (star U * Y * U) := by
    intro X Y
    symm
    calc (star U * X * U) * (star U * Y * U)
        = star U * X * (U * star U) * Y * U := by simp only [mul_assoc]
      _ = star U * (X * Y) * U := by
        rw [hU', mul_one]
        simp only [mul_assoc]
  have hbr : ∀ X Y : Matrix m m ℂ,
      star U * bracket X Y * U = bracket (star U * X * U) (star U * Y * U) := by
    intro X Y
    unfold bracket
    rw [mul_sub, sub_mul, hmul, hmul]
  have hD : star U * H * U = Matrix.diagonal (fun n => (E n : ℂ)) := by
    rw [mul_assoc, hE, ← mul_assoc, hU, one_mul]
  have hQ : star (star U * P * U) = star U * P * U := by
    simp only [star_mul, star_star, hP, mul_assoc]
  -- pass to the energy eigenbasis, where `H` is diagonal
  rw [hbr, hbr, hD]
  generalize star U * P * U = Q at hQ ⊢
  have hR : ∀ i j, bracket (Matrix.diagonal (fun n => (E n : ℂ))) Q i j
      = ((E i : ℂ) - E j) * Q i j := by
    intro i j
    simp only [bracket, Matrix.sub_apply, Matrix.diagonal_mul, Matrix.mul_diagonal]
    ring
  have hs : ∀ n, Q k n = starRingEnd ℂ (Q n k) := by
    intro n
    have e := congrFun (congrFun hQ k) n
    rw [Matrix.star_apply] at e
    exact e.symm
  have h0 : ∀ X : Matrix m m ℂ,
      bracket X Q k k = ∑ n, X k n * Q n k - ∑ n, Q k n * X n k := by
    intro X
    simp only [bracket, Matrix.sub_apply, Matrix.mul_apply]
  rw [h0]
  simp only [hR]
  rw [← Finset.sum_sub_distrib, Finset.mul_sum]
  refine Finset.sum_congr rfl fun n _ => ?_
  rw [← Complex.conj_mul', ← hs n]
  ring
```

The sum rule combines this theorem with `double_commutator`. The eigenstate `k` is arbitrary and need not be the ground state, and degenerate levels are allowed. The existence of `U` and `E` is assumed here; for a Hermitian Hamiltonian the spectral theorem supplies them. The sum runs over a complete eigenbasis of the whole matrix space. Because the annihilators act within this space, it contains every particle number from zero to the number of modes. If the eigenstates are chosen with definite particle numbers, only those with the same number as `k` can contribute, since \(P\) conserves particle number.

```lean
/-- Lattice f-sum rule, spectral form: for canonical fermions represented by matrices, with
hoppings `t(i,j)`, an interaction polynomial in the number operators, and eigenstates given by
the columns of a unitary `U`, the energy-weighted transition strength of `P` out of
eigenstate `k` is minus half the expectation value of the hopping operator with amplitudes
`(x_i - x_j)² t(i,j)`. -/
theorem f_sum_rule {c : ι × σ → Matrix m m ℂ} (h : IsCAR c) (t : ι → ι → ℂ)
    {V : Matrix m m ℂ} (hV : V ∈ Algebra.adjoin ℂ (Set.range (number c))) (x : ι → ℝ)
    (U : Matrix m m ℂ) (E : m → ℝ) (hU : star U * U = 1)
    (hE : (hopping c t + V) * U = U * Matrix.diagonal (fun n => (E n : ℂ))) (k : m) :
    ∑ n, ((E n : ℂ) - E k) * (‖(star U * position c x * U) n k‖ : ℂ) ^ 2
      = -(1 / 2) *
        (star U * hopping c (fun i j => ((x i : ℂ) - x j) ^ 2 * t i j) * U) k k := by
  have e := double_commutator_expectation (hopping c t + V) (position c x) U E
    (position_selfAdjoint c x) hU hE k
  rw [double_commutator h t hV x] at e
  rw [e]
  ring
```

## Two sites as explicit matrices

The relations in `IsCAR` are hypotheses of the theorems above, so a concrete representation shows that they are satisfied by actual matrices. It has two sites and one spin species. In the basis `00, 01, 10, 11` the first digit is the occupation of site 0, and the entry `-1` is the fermionic sign acquired when the annihilator of site 1 passes an occupied site 0.

```lean
/-- Integer matrices of the annihilators of two sites with a single spin species, in the
occupation basis `00, 01, 10, 11`. -/
def twoSiteInt (a : Fin 2 × Unit) : Matrix (Fin 4) (Fin 4) ℤ :=
  if a.1 = 0 then !![0, 0, 1, 0; 0, 0, 0, 1; 0, 0, 0, 0; 0, 0, 0, 0]
  else !![0, 1, 0, 0; 0, 0, 0, 0; 0, 0, 0, -1; 0, 0, 0, 0]

/-- The same annihilators as complex matrices. -/
def twoSite (a : Fin 2 × Unit) : Matrix (Fin 4) (Fin 4) ℂ :=
  (Int.castRingHom ℂ).mapMatrix (twoSiteInt a)
```

All entries are integers, so `decide +kernel` settles the relations by computation over a finite set of cases. The transpose plays the role of the adjoint, and the ring homomorphism from integers to complex numbers carries the identities over.

```lean
/-- The two-site matrices satisfy the canonical anticommutation relations. -/
theorem isCAR_witness : IsCAR twoSite := by
  -- the relations are decided over the integers and then carried to `ℂ`
  have h1 : ∀ a b, twoSiteInt a * twoSiteInt b + twoSiteInt b * twoSiteInt a = 0 := by
    decide +kernel
  have h2 : ∀ a b, twoSiteInt a * (twoSiteInt b).transpose
      + (twoSiteInt b).transpose * twoSiteInt a = if a = b then 1 else 0 := by
    decide +kernel
  have hst : ∀ b, star (twoSite b)
      = (Int.castRingHom ℂ).mapMatrix (twoSiteInt b).transpose := by
    intro b
    ext p q
    simp [twoSite, Matrix.star_apply]
  constructor
  · intro a b
    unfold twoSite
    rw [← map_mul, ← map_mul, ← map_add, h1, map_zero]
  · intro a b
    rw [hst]
    unfold twoSite
    rw [← map_mul, ← map_mul, ← map_add, h2]
    split_ifs
    · exact map_one _
    · exact map_zero _

end

end LatticeFSumRule
```

```lean
#print axioms LatticeFSumRule.f_sum_rule
```

```
'LatticeFSumRule.f_sum_rule' depends on axioms: [propext, Classical.choice, Quot.sound]
```
